# The Bazley lower bound for real matrix Hamiltonians with a positive definite interaction

The Hamiltonian is $H_0+W$, where $H_0$ and $W$ are real symmetric matrices in a finite orthonormal basis. $W$ is positive definite: every nonzero state has positive interaction energy, as for the Coulomb repulsion between two electrons. A repulsion that vanishes on some states, such as the on-site Hubbard term at half filling, is only positive semidefinite and is not covered. The columns of $P$ are the trial vectors. In Lean, `*ᵥ` applies a matrix to a vector, `⬝ᵥ` is the dot product and `ᵀ` the transpose.

```lean
import Mathlib

open Matrix

namespace BazleyLowerBound

noncomputable section

variable {n k : Type*} [Fintype n] [Fintype k] [DecidableEq k]
```

The finite type `n` labels basis states and `k` labels trial vectors.

```lean
/-- The overlap matrix `Pᵀ W P` of the trial vectors (the columns of `P`) in the
inner product weighted by the interaction `W`. -/
def overlap (W : Matrix n n ℝ) (P : Matrix n k ℝ) : Matrix k k ℝ := Pᵀ * W * P
```

This is the overlap matrix $G=P^TWP$, with $W$ as the metric.

```lean
/-- The Bazley intermediate interaction `W P (Pᵀ W P)⁻¹ Pᵀ W`, meant for trial vectors
whose overlap matrix is invertible. -/
def bazley (W : Matrix n n ℝ) (P : Matrix n k ℝ) : Matrix n n ℝ :=
  W * P * (overlap W P)⁻¹ * Pᵀ * W
```

The intermediate interaction is $W_P=WPG^{-1}P^TW$.

```lean
/-- The coefficients `(Pᵀ W P)⁻¹ Pᵀ W x` of the projection of `x` on the trial span,
meant for trial vectors whose overlap matrix is invertible. -/
def coeff (W : Matrix n n ℝ) (P : Matrix n k ℝ) (x : n → ℝ) : k → ℝ :=
  (overlap W P)⁻¹ *ᵥ (Pᵀ *ᵥ (W *ᵥ x))
```

For a vector $x$, put $g=P^TWx$. The coefficients are $c_0=G^{-1}g$.

```lean
/-- The energy levels of a matrix Hamiltonian: the real numbers that have a nonzero
eigenvector. -/
def energies (A : Matrix n n ℝ) : Set ℝ := {E | ∃ v : n → ℝ, v ≠ 0 ∧ A *ᵥ v = E • v}
```

`energies A` is the set of real eigenvalues of $A$. A ground energy $E$ is introduced by `IsLeast (energies A) E`: $E$ is an eigenvalue, and none lies below it.

## Completing the square

```lean
/-- A real matrix moves to the other side of the dot product as its transpose. -/
theorem dot_mulVec_adj {m l : Type*} [Fintype m] [Fintype l] (A : Matrix m l ℝ)
    (x : m → ℝ) (y : l → ℝ) : x ⬝ᵥ A *ᵥ y = (Aᵀ *ᵥ x) ⬝ᵥ y := by
  rw [Matrix.dotProduct_mulVec, Matrix.mulVec_transpose]
```

This is $x^TAy=(A^Tx)^Ty$, used to move matrices across dot products.

```lean
omit [DecidableEq k] in
/-- For a positive definite interaction and linearly independent trial vectors, the
overlap matrix is positive definite. -/
theorem overlap_posDef {W : Matrix n n ℝ} {P : Matrix n k ℝ} (hW : W.PosDef)
    (hP : Function.Injective P.mulVec) : (overlap W P).PosDef := by
  have hWt : Wᵀ = W := by
    have h := hW.isHermitian.eq
    rwa [conjTranspose_eq_transpose_of_trivial] at h
  rw [posDef_iff_dotProduct_mulVec]
  refine ⟨?_, fun c hc => ?_⟩
  · rw [Matrix.IsHermitian, conjTranspose_eq_transpose_of_trivial]
    simp only [overlap, transpose_mul, transpose_transpose, hWt, Matrix.mul_assoc]
  · -- independence keeps the trial combination `P c` away from zero
    have hPc : P *ᵥ c ≠ 0 := fun h => hc (hP (h.trans (mulVec_zero P).symm))
    have h := hW.dotProduct_mulVec_pos hPc
    have e : overlap W P *ᵥ c = Pᵀ *ᵥ (W *ᵥ (P *ᵥ c)) := by
      simp only [overlap, mulVec_mulVec, Matrix.mul_assoc]
    rw [star_trivial] at h ⊢
    rwa [e, dot_mulVec_adj, transpose_transpose]
```

`Function.Injective P.mulVec` says that different coefficients give different vectors, so the columns are independent. For $c\neq0$ we then have $Pc\neq0$, and
$$c^TGc=(Pc)^TW(Pc)>0.$$
`hPc` is the first step; the last line moves $P^T$ across. Hence $G$ is invertible.

```lean
/-- Completing the square: for positive definite `W` and independent trial vectors, the
weighted squared distance from `x` to a trial combination `P c` is the form of `W` minus
the Bazley interaction at `x`, plus the overlap form of the error in the coefficients. -/
theorem residual_identity {W : Matrix n n ℝ} {P : Matrix n k ℝ} (hW : W.PosDef)
    (hP : Function.Injective P.mulVec) (x : n → ℝ) (c : k → ℝ) :
    (x - P *ᵥ c) ⬝ᵥ W *ᵥ (x - P *ᵥ c) = x ⬝ᵥ (W - bazley W P) *ᵥ x
      + (c - coeff W P x) ⬝ᵥ overlap W P *ᵥ (c - coeff W P x) := by
  have hWt : Wᵀ = W := by
    have h := hW.isHermitian.eq
    rwa [conjTranspose_eq_transpose_of_trivial] at h
  have hdet : IsUnit (overlap W P).det := (overlap_posDef hW hP).det_pos.ne'.isUnit
  have e : ∀ d, overlap W P *ᵥ d = Pᵀ *ᵥ (W *ᵥ (P *ᵥ d)) := fun d => by
    simp only [overlap, mulVec_mulVec, Matrix.mul_assoc]
  -- the normal equations of the projection
  have hGa : overlap W P *ᵥ coeff W P x = Pᵀ *ᵥ (W *ᵥ x) := by
    rw [coeff, mulVec_mulVec, mul_nonsing_inv _ hdet, one_mulVec]
  have h1 : ∀ (y : n → ℝ) (d : k → ℝ),
      y ⬝ᵥ W *ᵥ (P *ᵥ d) = (Pᵀ *ᵥ (W *ᵥ y)) ⬝ᵥ d := fun y d => by
    rw [dot_mulVec_adj W, hWt, dot_mulVec_adj P]
  have h2 : (P *ᵥ c) ⬝ᵥ W *ᵥ x = (Pᵀ *ᵥ (W *ᵥ x)) ⬝ᵥ c := by
    rw [dotProduct_comm, dot_mulVec_adj P]
  have h3 : ∀ a d : k → ℝ,
      a ⬝ᵥ overlap W P *ᵥ d = (P *ᵥ a) ⬝ᵥ W *ᵥ (P *ᵥ d) := fun a d => by
    rw [e, dot_mulVec_adj Pᵀ, transpose_transpose]
  have h4 : coeff W P x ⬝ᵥ overlap W P *ᵥ c = (Pᵀ *ᵥ (W *ᵥ x)) ⬝ᵥ c := by
    rw [h3, h1, ← e, hGa]
  have h5 : x ⬝ᵥ bazley W P *ᵥ x = (Pᵀ *ᵥ (W *ᵥ x)) ⬝ᵥ coeff W P x := by
    rw [← h1]
    simp only [bazley, coeff, mulVec_mulVec, Matrix.mul_assoc]
  simp only [mulVec_sub, sub_mulVec, dotProduct_sub, sub_dotProduct]
  rw [hGa]
  linarith [h1 x c, h2, h3 c c, h4, h5, dotProduct_comm c (Pᵀ *ᵥ (W *ᵥ x)),
    dotProduct_comm (coeff W P x) (Pᵀ *ᵥ (W *ᵥ x))]
```

By hand, expand the left side using $W^T=W$:
$$(x-Pc)^TW(x-Pc)=x^TWx-2c^Tg+c^TGc.$$
Since $Gc_0=g$,
$$(c-c_0)^TG(c-c_0)=c^TGc-2c^Tg+g^Tc_0,$$
and $x^TW_Px=g^TG^{-1}g=g^Tc_0$. Subtracting gives
$$(x-Pc)^TW(x-Pc)=x^T(W-W_P)x+(c-c_0)^TG(c-c_0).$$
In the proof, `hGa` is $Gc_0=g$, `h5` is the formula for $x^TW_Px$, and `h1` to `h4` rewrite the terms that contain $c$. `linarith` adds everything up.

```lean
/-- The Bazley interaction built from a real symmetric `W` is real symmetric. -/
theorem bazley_isHermitian {W : Matrix n n ℝ} (hW : W.IsHermitian) (P : Matrix n k ℝ) :
    (bazley W P).IsHermitian := by
  have hWt : Wᵀ = W := by
    have h := hW.eq
    rwa [conjTranspose_eq_transpose_of_trivial] at h
  rw [Matrix.IsHermitian, conjTranspose_eq_transpose_of_trivial]
  simp only [bazley, overlap, transpose_mul, transpose_nonsing_inv, transpose_transpose,
    hWt, Matrix.mul_assoc]
```

$W_P$ is symmetric because $W$ and $G^{-1}$ are. Over the reals, `IsHermitian` means symmetric.

```lean
/-- For positive definite `W` and independent trial vectors, the Bazley interaction lies
between zero and `W` in the sense of quadratic forms. -/
theorem bazley_between {W : Matrix n n ℝ} {P : Matrix n k ℝ} (hW : W.PosDef)
    (hP : Function.Injective P.mulVec) :
    (bazley W P).PosSemidef ∧ (W - bazley W P).PosSemidef := by
  have hB := bazley_isHermitian hW.isHermitian P
  constructor
  · refine PosSemidef.of_dotProduct_mulVec_nonneg hB fun x => ?_
    -- compare with the zero trial combination
    have h := residual_identity hW hP x 0
    have hG := (overlap_posDef hW hP).posSemidef.dotProduct_mulVec_nonneg (0 - coeff W P x)
    rw [star_trivial] at hG ⊢
    rw [mulVec_zero, sub_zero, sub_mulVec, dotProduct_sub] at h
    linarith
  · refine PosSemidef.of_dotProduct_mulVec_nonneg (hW.isHermitian.sub hB) fun x => ?_
    -- compare with the best trial combination
    have h := residual_identity hW hP x (coeff W P x)
    have hN := hW.posSemidef.dotProduct_mulVec_nonneg (x - P *ᵥ coeff W P x)
    rw [star_trivial] at hN ⊢
    rw [sub_self, zero_dotProduct, add_zero] at h
    linarith
```

Both halves follow from the identity. With $c=c_0$ the last term vanishes, so
$$x^T(W-W_P)x=(x-Pc_0)^TW(x-Pc_0)\ge0.$$
With $c=0$ the terms $x^TWx$ cancel, leaving $x^TW_Px=c_0^TGc_0\ge0$. Lean makes the same two choices of $c$.

```lean
/-- For positive definite `W` and independent trial vectors, the Bazley interaction acts
on the trial vectors exactly as `W` does. -/
theorem bazley_mul_trial {W : Matrix n n ℝ} {P : Matrix n k ℝ} (hW : W.PosDef)
    (hP : Function.Injective P.mulVec) : bazley W P * P = W * P := by
  have hdet : IsUnit (overlap W P).det := (overlap_posDef hW hP).det_pos.ne'.isUnit
  calc bazley W P * P = W * P * ((overlap W P)⁻¹ * overlap W P) := by
        simp only [bazley, overlap, Matrix.mul_assoc]
    _ = W * P := by rw [nonsing_inv_mul _ hdet, Matrix.mul_one]
```

On the trial vectors nothing is lost: $W_PP=WPG^{-1}G=WP$.

```lean
/-- For positive definite `W`, if independent trial vectors `Q C` are combinations of
independent trial vectors `Q`, the Bazley interaction of `Q` is at least that of `Q C`. -/
theorem bazley_mono {l : Type*} [Fintype l] [DecidableEq l] {W : Matrix n n ℝ}
    {Q : Matrix n l ℝ} {C : Matrix l k ℝ} (hW : W.PosDef)
    (hQ : Function.Injective Q.mulVec) (hP : Function.Injective (Q * C).mulVec) :
    (bazley W Q - bazley W (Q * C)).PosSemidef := by
  refine PosSemidef.of_dotProduct_mulVec_nonneg
    ((bazley_isHermitian hW.isHermitian Q).sub (bazley_isHermitian hW.isHermitian _))
    fun x => ?_
  -- the best combination in the small span also competes in the large one
  have h1 := residual_identity hW hP x (coeff W (Q * C) x)
  have h2 := residual_identity hW hQ x (C *ᵥ coeff W (Q * C) x)
  have hG := (overlap_posDef hW hQ).posSemidef.dotProduct_mulVec_nonneg
    (C *ᵥ coeff W (Q * C) x - coeff W Q x)
  rw [star_trivial] at hG ⊢
  rw [sub_self, zero_dotProduct, add_zero, sub_mulVec, dotProduct_sub] at h1
  rw [mulVec_mulVec, sub_mulVec W, dotProduct_sub] at h2
  rw [sub_mulVec, dotProduct_sub]
  linarith
```

Now let the smaller trial set be $QC$, combinations of the columns of $Q$. Let $c_1$ be its optimal coefficients for $x$. The residual $x-QCc_1$ can be read in either span:
$$x^T(W-W_{QC})x=(x-QCc_1)^TW(x-QCc_1)\ge x^T(W-W_Q)x.$$
The equality is `h1`; the inequality is `h2` with the nonnegative overlap term `hG` dropped. Hence $x^TW_Qx\ge x^TW_{QC}x$.

## From quadratic forms to ground energies

```lean
/-- If `A` is real symmetric and `B - A` is positive semidefinite, the least energy of `A`
is a lower bound for every energy level of `B`. -/
theorem least_energy_le [DecidableEq n] {A B : Matrix n n ℝ} (hA : A.IsHermitian)
    (hAB : (B - A).PosSemidef) {a b : ℝ} (ha : IsLeast (energies A) a)
    (hb : b ∈ energies B) : a ≤ b := by
  have hM : (A - a • (1 : Matrix n n ℝ)).IsHermitian := by
    rw [Matrix.IsHermitian, conjTranspose_eq_transpose_of_trivial, transpose_sub,
      transpose_smul, transpose_one, ← conjTranspose_eq_transpose_of_trivial, hA.eq]
  -- the spectral theorem gives the Rayleigh bound for `A`
  have hpos : (A - a • (1 : Matrix n n ℝ)).PosSemidef := by
    refine hM.posSemidef_iff_eigenvalues_nonneg.mpr fun i => ?_
    have h : (A - a • (1 : Matrix n n ℝ)) *ᵥ (hM.eigenvectorBasis i).ofLp
        = hM.eigenvalues i • (hM.eigenvectorBasis i).ofLp := hM.mulVec_eigenvectorBasis i
    rw [sub_mulVec, smul_mulVec, one_mulVec] at h
    have hmem : hM.eigenvalues i + a ∈ energies A := by
      refine ⟨(hM.eigenvectorBasis i).ofLp, fun h0 => ?_, ?_⟩
      · apply hM.eigenvectorBasis.orthonormal.ne_zero i
        ext j
        exact congrFun h0 j
      · rw [add_smul, ← h, sub_add_cancel]
    have hle := ha.2 hmem
    change 0 ≤ hM.eigenvalues i
    linarith
  -- evaluate both forms on an eigenvector of `B`
  obtain ⟨v, hv, hBv⟩ := hb
  have hvv : 0 < v ⬝ᵥ v := lt_of_le_of_ne
    (Finset.sum_nonneg fun i _ => mul_self_nonneg (v i))
    (fun h => hv (dotProduct_self_eq_zero.mp h.symm))
  have h1 := hpos.dotProduct_mulVec_nonneg v
  have h2 := hAB.dotProduct_mulVec_nonneg v
  rw [star_trivial, sub_mulVec, dotProduct_sub] at h1 h2
  rw [smul_mulVec, one_mulVec, dotProduct_smul, smul_eq_mul] at h1
  rw [hBv, dotProduct_smul, smul_eq_mul] at h2
  exact le_of_mul_le_mul_right (by linarith) hvv
```

Let $a$ be the least energy of $A$. If $\lambda$ is an eigenvalue of $A-a\mathbf 1$, then $\lambda+a$ is an energy of $A$, so $\lambda\ge0$. By the spectral theorem $A-a\mathbf 1$ is positive semidefinite (`hpos`). For an eigenvector $v\ne0$ with $Bv=bv$,
$$a\,v^Tv\le v^TAv\le v^TBv=b\,v^Tv,$$
and dividing by $v^Tv>0$ gives $a\le b$.

```lean
/-- Bazley lower bound: for real symmetric `H₀`, positive definite `W` and independent
trial vectors, the least energy of `H₀` plus the Bazley interaction is at most the least
energy of `H₀ + W`. -/
theorem bazley_lower_bound [DecidableEq n] {H₀ W : Matrix n n ℝ} {P : Matrix n k ℝ}
    (hH : H₀.IsHermitian) (hW : W.PosDef) (hP : Function.Injective P.mulVec) {Ek E : ℝ}
    (hEk : IsLeast (energies (H₀ + bazley W P)) Ek)
    (hE : IsLeast (energies (H₀ + W)) E) : Ek ≤ E := by
  refine least_energy_le (hH.add (bazley_isHermitian hW.isHermitian P)) ?_ hEk hE.1
  rw [add_sub_add_left_eq_sub]
  exact (bazley_between hW hP).2
```

Take $A=H_0+W_P$, with least energy $E_k$, and $B=H_0+W$, with least energy $E$. Their difference $B-A=W-W_P$ is positive semidefinite, so $E_k\le E$. This bounds the ground energy of the finite matrix $H_0+W$ from below, whereas a variational calculation bounds it from above. If the matrix was truncated from a continuum Hamiltonian, $E_k$ need not lie below the ground energy of that Hamiltonian.

```lean
/-- For real symmetric `H₀` and positive definite `W`, passing from independent trial
vectors `Q C` to independent trial vectors `Q` never decreases the Bazley lower bound. -/
theorem bazley_bound_improves [DecidableEq n] {l : Type*} [Fintype l] [DecidableEq l]
    {H₀ W : Matrix n n ℝ} {Q : Matrix n l ℝ} {C : Matrix l k ℝ}
    (hH : H₀.IsHermitian) (hW : W.PosDef) (hQ : Function.Injective Q.mulVec)
    (hP : Function.Injective (Q * C).mulVec) {E₁ E₂ : ℝ}
    (h₁ : IsLeast (energies (H₀ + bazley W (Q * C))) E₁)
    (h₂ : IsLeast (energies (H₀ + bazley W Q)) E₂) : E₁ ≤ E₂ := by
  refine least_energy_le (hH.add (bazley_isHermitian hW.isHermitian _)) ?_ h₁ h₂.1
  rw [add_sub_add_left_eq_sub]
  exact bazley_mono hW hQ hP

end

end BazleyLowerBound
```

Let $E_1$ and $E_2$ be the lower bounds obtained from $QC$ and from $Q$. The same argument with $W_Q-W_{QC}$ gives $E_1\le E_2$: enlarging the trial span never lowers the bound, though it may leave it unchanged.

```lean
#print axioms BazleyLowerBound.bazley_mul_trial
#print axioms BazleyLowerBound.bazley_lower_bound
#print axioms BazleyLowerBound.bazley_bound_improves
```

```
'BazleyLowerBound.bazley_mul_trial' depends on axioms: [propext, Classical.choice, Quot.sound]
'BazleyLowerBound.bazley_lower_bound' depends on axioms: [propext, Classical.choice, Quot.sound]
'BazleyLowerBound.bazley_bound_improves' depends on axioms: [propext, Classical.choice, Quot.sound]
```

## Trial vectors built from eigenvectors of $H_0$

Suppose $H_0$ is already diagonalised. Choose some of its orthonormal eigenvectors as the columns of $\Phi$, with energies $\varepsilon_i$, and set $P=W^{-1}\Phi$. Then $WP=\Phi$ and
$$W_P=\Phi\,(\Phi^TW^{-1}\Phi)^{-1}\Phi^T.$$
The remaining eigenvectors of $H_0$ keep their energies. On the chosen ones, one diagonalises the small matrix $\mathrm{diag}(\varepsilon_i)+(\Phi^TW^{-1}\Phi)^{-1}$. The bound $E_k$ is the smaller of its lowest eigenvalue and the lowest remaining energy of $H_0$, if any remain.
